# Coarse rates weighted by a positive reference distribution preserve stationarity and detailed balance

A molecule hops among many conformations, but my experiment resolves only a few groups of them. I have rates k_ij from state i to state j and positive weights π_i, and I define the rate between groups A and B as

K_AB = Σ_{i∈A} Σ_{j∈B} π_i k_ij / π_A, with π_A = Σ_{i∈A} π_i.

If π is stationary, the group weights π_A should be stationary under K, and detailed balance should carry over too. Can this be made rigorous and machine-checked?

## From state fluxes to block fluxes

Yes, for finitely many states and nonempty groups, called blocks below. For any populations p, write p_A for the population of block A, and define the net gain of state j and the flux from A to B:

G_j(p) = Σ_i (p_i k_ij − p_j k_ji)

F_AB(p) = Σ_{i∈A} Σ_{j∈B} p_i k_ij

Each π_A is a nonempty sum of positive terms, so π_A > 0 and π_A K_AB = F_AB(π). Every state lies in exactly one block, so summing the gain over B gives

Σ_{j∈B} G_j(p) = Σ_A [F_AB(p) − F_BA(p)].

Now suppose that p_i = c_A π_i for every i in A: local equilibrium inside each block. Then p_A = c_A π_A and F_AB(p) = c_A π_A K_AB = p_A K_AB, hence

Σ_{j∈B} G_j(p) = Σ_A (p_A K_AB − p_B K_BA).

This is the coarse master equation. Setting every c_A = 1 gives p = π; if π is stationary, the left side vanishes, so the block weights are stationary.

If instead π_i k_ij = π_j k_ji for all pairs, summing over i in A and j in B gives

π_A K_AB = F_AB(π) = F_BA(π) = π_B K_BA.

Two special cases follow. If every state of A has total rate r into B, then F_AB(π) = r π_A and K_AB = r. With just two blocks, 0 and 1, stationarity reads π_1 K_10 − π_0 K_01 = 0, which is already detailed balance.

## A driven cycle that looks balanced

Take the one-way cycle 0 → 1 → 2 → 0 with rates 1, 1/2, 1 and normalised weights 1/4, 1/2, 1/4. It idealises strong driving by setting the reverse rates to zero. Each step carries flux 1/4, so the weights are stationary, but no step has a return flux.

Lump A = {0, 1} and B = {2}. Then π_A = 3/4, π_B = 1/4, K_AB = 1/3 and K_BA = 1, and both fluxes are 1/4. Coarse detailed balance therefore does not imply detailed balance among the states.

The same cycle shows what fails without local equilibrium. Put all population in state 0: the true flux from A to B is zero, whereas the coarse equation predicts 1/3.

## What the theorems say

The finite types `S` and `T` hold states and blocks, and `b : S → T` assigns each state to its block. `Function.Surjective b` says that no block is empty; `hπ` says that every state has positive reference weight. The functions `blockSum`, `blockFlux` and `coarseRate` are π_A, F_AB and K_AB.

The main theorem, `coarse_graining`, states that block weights are positive and that each of the two properties passes to them. Rates are arbitrary real numbers, diagonal entries cancel in `netGain`, and `π` need not be normalised.

`IsStationary` means zero net gain; no time evolution is solved. Local equilibrium is assumed in `local_equilibrium_closure`, standing for fast relaxation within blocks to the proportions set by π, and is not derived from the rates. For finite-state kinetic models built from simulations, the result shows that lumping with positive stationary weights keeps the block weights stationary, not that the lumped dynamics is accurate.

In Lean 4 with Mathlib:

```lean
import Mathlib

open Finset

namespace MasterEquationCoarseGraining

noncomputable section

variable {S T : Type*} [Fintype S] [Fintype T] [DecidableEq T]

/-- Right side of the master equation: gain minus loss of population in state `j`,
where `k i j` is the rate from `i` to `j`. -/
def netGain {S : Type*} [Fintype S] (k : S → S → ℝ) (p : S → ℝ) (j : S) : ℝ :=
  ∑ i, (p i * k i j - p j * k j i)

/-- The population `p` does not change under the master equation with rates `k`. -/
def IsStationary {S : Type*} [Fintype S] (k : S → S → ℝ) (p : S → ℝ) : Prop :=
  ∀ j, netGain k p j = 0

/-- Forward and backward fluxes agree for every pair of states. -/
def DetailedBalance {S : Type*} (k : S → S → ℝ) (p : S → ℝ) : Prop :=
  ∀ i j, p i * k i j = p j * k j i

/-- Sum of a state quantity over the block `A`; the map `b` assigns each state to its block. -/
def blockSum (b : S → T) (p : S → ℝ) (A : T) : ℝ :=
  ∑ i with b i = A, p i

/-- Total flux from block `A` to block `B` when the populations are `p`. -/
def blockFlux (b : S → T) (k : S → S → ℝ) (p : S → ℝ) (A B : T) : ℝ :=
  ∑ i with b i = A, ∑ j with b j = B, p i * k i j

/-- Coarse-grained rate from block `A` to block `B`: the flux at the reference
distribution `π` divided by the weight of `A`. -/
def coarseRate (b : S → T) (k : S → S → ℝ) (π : S → ℝ) (A B : T) : ℝ :=
  blockFlux b k π A B / blockSum b π A

omit [Fintype T] in
/-- If no block is empty and every state has positive weight, every block has positive weight. -/
theorem blockSum_pos {b : S → T} {π : S → ℝ} (hb : Function.Surjective b)
    (hπ : ∀ i, 0 < π i) (A : T) : 0 < blockSum b π A := by
  obtain ⟨i, hi⟩ := hb A
  exact Finset.sum_pos (fun i _ => hπ i) ⟨i, by simp [hi]⟩

omit [Fintype T] in
/-- For nonempty blocks and positive `π`, the weight of `A` times the coarse-grained rate from `A`
to `B` is the total flux from `A` to `B`. -/
theorem weight_mul_coarseRate {b : S → T} {π : S → ℝ} (hb : Function.Surjective b)
    (hπ : ∀ i, 0 < π i) (k : S → S → ℝ) (A B : T) :
    blockSum b π A * coarseRate b k π A B = blockFlux b k π A B := by
  have h := (blockSum_pos hb hπ A).ne'
  unfold coarseRate
  field_simp

/-- For any populations, the net gain of a block is the sum over all blocks of
incoming minus outgoing flux. -/
theorem blockSum_netGain (b : S → T) (k : S → S → ℝ) (p : S → ℝ) (B : T) :
    blockSum b (netGain k p) B = ∑ A, (blockFlux b k p A B - blockFlux b k p B A) := by
  -- summing over all blocks is summing over all states
  have h1 : ∑ A, blockFlux b k p A B = ∑ j with b j = B, ∑ i, p i * k i j := by
    unfold blockFlux
    exact (Finset.sum_fiberwise Finset.univ b
      (fun i => ∑ j with b j = B, p i * k i j)).trans Finset.sum_comm
  have h2 : ∑ A, blockFlux b k p B A = ∑ j with b j = B, ∑ i, p j * k j i := by
    unfold blockFlux
    refine Finset.sum_comm.trans ?_
    exact Finset.sum_congr rfl fun j _ =>
      Finset.sum_fiberwise Finset.univ b (fun i => p j * k j i)
  rw [Finset.sum_sub_distrib, h1, h2]
  simp only [blockSum, netGain, Finset.sum_sub_distrib]

/-- Let all blocks be nonempty and `π` positive. If the populations are proportional to `π` inside
each block, with a factor `c A` for block `A`, the net gain of each block is given by the
coarse-grained master equation. -/
theorem local_equilibrium_closure {b : S → T} {π : S → ℝ} (hb : Function.Surjective b)
    (hπ : ∀ i, 0 < π i) (k : S → S → ℝ) (c : T → ℝ) (B : T) :
    blockSum b (netGain k (fun i => c (b i) * π i)) B =
      netGain (coarseRate b k π) (blockSum b (fun i => c (b i) * π i)) B := by
  -- the factor is constant on a block and comes out of the sums
  have hs : ∀ A, blockSum b (fun i => c (b i) * π i) A = c A * blockSum b π A := by
    intro A
    simp only [blockSum, Finset.mul_sum]
    refine Finset.sum_congr rfl fun i hi => ?_
    rw [(Finset.mem_filter.mp hi).2]
  have hf : ∀ A D, blockFlux b k (fun i => c (b i) * π i) A D
      = c A * blockFlux b k π A D := by
    intro A D
    simp only [blockFlux, Finset.mul_sum]
    refine Finset.sum_congr rfl fun i hi => Finset.sum_congr rfl fun j _ => ?_
    rw [(Finset.mem_filter.mp hi).2]
    ring
  rw [blockSum_netGain]
  unfold netGain
  refine Finset.sum_congr rfl fun A _ => ?_
  simp only [hf, hs]
  rw [← weight_mul_coarseRate hb hπ k A B, ← weight_mul_coarseRate hb hπ k B A]
  ring

/-- Coarse-graining over nonempty blocks with positive `π`: the block weights are positive,
they are stationary under the coarse-grained rates if `π` is stationary, and they satisfy
detailed balance if `π` does. -/
theorem coarse_graining {b : S → T} {π : S → ℝ} (hb : Function.Surjective b)
    (hπ : ∀ i, 0 < π i) (k : S → S → ℝ) :
    (∀ A, 0 < blockSum b π A) ∧
    (IsStationary k π → IsStationary (coarseRate b k π) (blockSum b π)) ∧
    (DetailedBalance k π → DetailedBalance (coarseRate b k π) (blockSum b π)) := by
  refine ⟨blockSum_pos hb hπ, fun h B => ?_, fun h A B => ?_⟩
  · -- the reference distribution is itself in local equilibrium, with all factors one
    have hB : blockSum b (netGain k π) B
        = netGain (coarseRate b k π) (blockSum b π) B := by
      simpa only [one_mul] using local_equilibrium_closure hb hπ k (fun _ => 1) B
    rw [← hB]
    exact Finset.sum_eq_zero fun j _ => h j
  · -- fluxes between blocks are sums of pairwise balanced fluxes
    rw [weight_mul_coarseRate hb hπ, weight_mul_coarseRate hb hπ]
    unfold blockFlux
    exact Finset.sum_comm.trans
      (Finset.sum_congr rfl fun j _ => Finset.sum_congr rfl fun i _ => h i j)

omit [Fintype T] in
/-- Let all blocks be nonempty and `π` positive. If every state of block `A` has the same total rate
`r` into block `B`, the coarse-grained rate from `A` to `B` is `r`. -/
theorem coarseRate_of_uniform_exit {b : S → T} {π : S → ℝ} (hb : Function.Surjective b)
    (hπ : ∀ i, 0 < π i) (k : S → S → ℝ) (A B : T) (r : ℝ)
    (h : ∀ i, b i = A → ∑ j with b j = B, k i j = r) :
    coarseRate b k π A B = r := by
  unfold coarseRate
  rw [div_eq_iff (blockSum_pos hb hπ A).ne']
  unfold blockFlux blockSum
  rw [Finset.mul_sum]
  refine Finset.sum_congr rfl fun i hi => ?_
  rw [← Finset.mul_sum, h i (Finset.mem_filter.mp hi).2]
  ring

/-- With exactly two blocks, both nonempty, and positive `π`, stationarity of `π` is enough for
detailed balance of the block weights under the coarse-grained rates. -/
theorem two_blocks_detailedBalance {b : S → Fin 2} {π : S → ℝ}
    (hb : Function.Surjective b) (hπ : ∀ i, 0 < π i) (k : S → S → ℝ)
    (h : IsStationary k π) : DetailedBalance (coarseRate b k π) (blockSum b π) := by
  have h0 := (coarse_graining hb hπ k).2.1 h 0
  simp only [netGain, Fin.sum_univ_two] at h0
  unfold DetailedBalance
  refine Fin.forall_fin_two.2 ⟨Fin.forall_fin_two.2 ⟨rfl, ?_⟩,
    Fin.forall_fin_two.2 ⟨?_, rfl⟩⟩ <;> linarith

/-- Rates of a one-way cycle through three states. -/
def cycleRate : Fin 3 → Fin 3 → ℝ := ![![0, 1, 0], ![0, 0, 1 / 2], ![1, 0, 0]]

/-- Unnormalised weights 1, 2, 1 of the three states. -/
def cycleWeight : Fin 3 → ℝ := ![1, 2, 1]

/-- The first two states form one block, the third state the other. -/
def cycleBlock : Fin 3 → Fin 2 := ![0, 0, 1]

/-- The one-way cycle with positive weights 1, 2, 1 is stationary and violates detailed
balance, while its two nonempty blocks satisfy detailed balance after coarse-graining. -/
theorem driven_cycle_witness :
    Function.Surjective cycleBlock ∧ (∀ i, 0 < cycleWeight i) ∧
    IsStationary cycleRate cycleWeight ∧ ¬ DetailedBalance cycleRate cycleWeight ∧
    DetailedBalance (coarseRate cycleBlock cycleRate cycleWeight)
      (blockSum cycleBlock cycleWeight) := by
  have hb : Function.Surjective cycleBlock := by
    intro A
    fin_cases A
    exacts [⟨0, rfl⟩, ⟨2, rfl⟩]
  have hπ : ∀ i, 0 < cycleWeight i := by
    intro i
    fin_cases i <;> norm_num [cycleWeight]
  have hs : IsStationary cycleRate cycleWeight := by
    intro j
    fin_cases j <;> norm_num [netGain, Fin.sum_univ_succ, cycleRate, cycleWeight]
  refine ⟨hb, hπ, hs, fun h => ?_, two_blocks_detailedBalance hb hπ _ hs⟩
  -- the flux from state 0 to state 1 has no return flux
  have h01 := h 0 1
  norm_num [cycleRate, cycleWeight] at h01

end

end MasterEquationCoarseGraining
```

```lean
#print axioms MasterEquationCoarseGraining.coarseRate_of_uniform_exit
#print axioms MasterEquationCoarseGraining.two_blocks_detailedBalance
```

```
'MasterEquationCoarseGraining.coarseRate_of_uniform_exit' depends on axioms: [propext, Classical.choice, Quot.sound]
'MasterEquationCoarseGraining.two_blocks_detailedBalance' depends on axioms: [propext, Classical.choice, Quot.sound]
```

## How the proof follows the fluxes

`blockSum_pos` and `weight_mul_coarseRate` justify the division by π_A. In `blockSum_netGain`, `Finset.sum_fiberwise` turns a sum over blocks into one over states, and `Finset.sum_comm` exchanges the order of summation.

`local_equilibrium_closure` pulls the factor `c A` out of populations (`hs`) and fluxes (`hf`), then replaces fluxes by weight times rate. `coarse_graining` applies it with all factors one; for detailed balance it exchanges the double sum and uses the balance of each pair.

`coarseRate_of_uniform_exit` factors out r. `two_blocks_detailedBalance` reads the stationarity equation at block 0, and `linarith` rearranges it. `driven_cycle_witness` checks the cycle with weights 1, 2, 1, refuting fine detailed balance on the pair 0, 1.
